# Successive-cluster differences of ln Z converge exponentially when one positive exponential dominates finitely many nonnegative ones

An open Ising chain with $L$ bonds, dimensionless coupling $K$ and no field has $Z_L = 2\,(2\cosh K)^L$. Its bulk value of $\ln Z$ per bond is $\ln(2\cosh K)$. The average $\ln Z_L/L$ misses this by $\ln 2/L$, which is still 0.069 at $L=10$. The difference $\ln(Z_{L+1}/Z_L)$ gives it at every length, because the prefactor 2 from the free ends cancels.

## Two error laws for the bulk value

With further exponentials the cancellation is no longer complete, but what remains decays exponentially. Let

$$Z_L = a\,p^L + \sum_i b_i q_i^L,\qquad a,p>0,\quad b_i\ge 0,\quad 0\le q_i<p,$$

with finitely many terms $i$. Then

$$L\left(\frac{\ln Z_L}{L}-\ln p\right)\to \ln a,\qquad \left|\ln\frac{Z_{L+1}}{Z_L}-\ln p\right|\le w_L:=\sum_i\frac{b_i}{a}\left(\frac{q_i}{p}\right)^L .$$

This form arises when a real symmetric transfer matrix with nonnegative eigenvalues, the largest of them positive and non-degenerate, acts between two identical real end vectors that are not orthogonal to the leading eigenvector. Then $p$ is the leading eigenvalue, $\ln a$ is the contribution of the ends, and $q_i<p$ expresses a finite correlation length.

For a code that extrapolates free energies from open clusters by subtracting successive values of $\ln Z$, the second bound shows how the error decays, provided that the clusters have this finite, nonnegative form. To turn it into a numerical error estimate, the ratios $b_i/a$ and $q_i/p$ must be known or bounded separately. The subtraction has a cost if the values are noisy: an error of up to $\delta$ in each $\ln Z$ can become $2\delta$ in the difference, but only $\delta/L$ in the average.

## Cancelling the contribution of the ends

Factoring out the leading term gives $Z_L=a\,p^L(1+w_L)$, hence

$$\ln Z_L = L\ln p+\ln a+\ln(1+w_L).$$

For the average, with $L>0$,

$$L\left(\frac{\ln Z_L}{L}-\ln p\right)=\ln a+\ln(1+w_L)\to\ln a,$$

since each $(q_i/p)^L\to0$.

For the difference, $\ln a$ drops out:

$$\ln p-\ln\frac{Z_{L+1}}{Z_L}=\ln(1+w_L)-\ln(1+w_{L+1}).$$

Because $0\le q_i/p<1$, we have $0\le w_{L+1}\le w_L$, so the right side is nonnegative. It is at most $\ln(1+w_L)\le w_L$. The estimate therefore approaches $\ln p$ from below.

The rate is sharp. The leading term cancels in

$$pZ_L-Z_{L+1}=\sum_i b_i q_i^L(p-q_i)\ge b_jq_j^L(p-q_j)$$

for any chosen $j$, and $Z_L\le(a+\sum_i b_i)p^L$. Applying $\ln x\le x-1$ to $x=Z_{L+1}/(pZ_L)$ gives

$$\ln p-\ln\frac{Z_{L+1}}{Z_L}\ge 1-x=\frac{pZ_L-Z_{L+1}}{pZ_L}\ge\frac{b_j}{a+\sum_i b_i}\left(1-\frac{q_j}{p}\right)\left(\frac{q_j}{p}\right)^L .$$

Finally, let $a\ne1$ and $\varepsilon>0$. Multiplied by $L$, the average's error tends in magnitude to $|\ln a|>0$, while the difference's error is at most $Lw_L\to0$. Eventually the first exceeds $|\ln a|/2$ and the second is below $\varepsilon|\ln a|/2$, so the difference's error is at most $\varepsilon$ times the average's.

## The Ising chain with end fields

Put a dimensionless field $h$ on each end spin. The bond matrix has normalised eigenvectors $(1,\pm1)/\sqrt2$ with eigenvalues $p=2\cosh K$ and $q=2\sinh K$. The end vector is

$$(e^h,e^{-h})=\cosh h\,(1,1)+\sinh h\,(1,-1).$$

Its squared overlaps with the normalised eigenvectors are $a=2\cosh^2h$ and $b=2\sinh^2h$, so $Z_L=a\,p^L+b\,q^L$. For $K\ge0$ the error bound becomes $\tanh^2h\,\tanh^LK$. At $h=0$ it vanishes, which recovers the opening example.

## Lean source

```lean
import Mathlib

open Filter Topology Matrix

noncomputable section

namespace ClusterExtrapolation

variable {ι : Type*} [Fintype ι] {a p : ℝ} {b q : ι → ℝ}

/-- Partition function of a cluster of length `L`: a leading term `a p^L` plus finitely many
further terms `b i (q i)^L`. -/
def clusterZ (a p : ℝ) (b q : ι → ℝ) (L : ℕ) : ℝ := a * p ^ L + ∑ i, b i * q i ^ L

/-- Total weight of the further terms relative to the leading one, for `a` and `p` nonzero. -/
def excitedWeight (a p : ℝ) (b q : ι → ℝ) (L : ℕ) : ℝ := ∑ i, b i / a * (q i / p) ^ L

/-- Average `ln Z_L / L` per unit of length, for `L > 0` and `Z_L > 0`. -/
def perSiteEstimate (Z : ℕ → ℝ) (L : ℕ) : ℝ := Real.log (Z L) / L

/-- Difference of successive clusters, `ln (Z_(L+1) / Z_L)`, for positive `Z`. -/
def differenceEstimate (Z : ℕ → ℝ) (L : ℕ) : ℝ := Real.log (Z (L + 1) / Z L)

/-- For positive `a`, `p` and nonnegative `b i`, `q i`, the logarithm of the partition function
is a bulk term, a surface term `ln a` and a correction from the relative weight. -/
theorem log_clusterZ (ha : 0 < a) (hp : 0 < p) (hb : ∀ i, 0 ≤ b i) (hq : ∀ i, 0 ≤ q i)
    (L : ℕ) : Real.log (clusterZ a p b q L) =
      L * Real.log p + Real.log a + Real.log (1 + excitedWeight a p b q L) := by
  have hw : 0 ≤ excitedWeight a p b q L := Finset.sum_nonneg fun i _ =>
    mul_nonneg (div_nonneg (hb i) ha.le) (pow_nonneg (div_nonneg (hq i) hp.le) L)
  -- pull out the leading term
  have hf : clusterZ a p b q L = a * p ^ L * (1 + excitedWeight a p b q L) := by
    unfold clusterZ excitedWeight
    rw [mul_add, mul_one, Finset.mul_sum]
    congr 1
    refine Finset.sum_congr rfl fun i _ => ?_
    rw [div_pow]
    field_simp
  have hpL : p ^ L ≠ 0 := (pow_pos hp L).ne'
  rw [hf, Real.log_mul (mul_ne_zero ha.ne' hpL) (by linarith), Real.log_mul ha.ne' hpL,
    Real.log_pow]
  ring

/-- For `a, p > 0`, `b i ≥ 0` and `0 ≤ q i ≤ p`, the difference estimate never exceeds `ln p`,
and falls short of it by at most the relative weight of the further terms. -/
theorem difference_error_bounds (ha : 0 < a) (hp : 0 < p) (hb : ∀ i, 0 ≤ b i)
    (hq : ∀ i, 0 ≤ q i) (hqp : ∀ i, q i ≤ p) (L : ℕ) :
    0 ≤ Real.log p - differenceEstimate (clusterZ a p b q) L ∧
    Real.log p - differenceEstimate (clusterZ a p b q) L ≤ excitedWeight a p b q L := by
  have hZ : ∀ n, clusterZ a p b q n ≠ 0 := fun n =>
    (add_pos_of_pos_of_nonneg (mul_pos ha (pow_pos hp n))
      (Finset.sum_nonneg fun i _ => mul_nonneg (hb i) (pow_nonneg (hq i) n))).ne'
  have hw : 0 ≤ excitedWeight a p b q (L + 1) := Finset.sum_nonneg fun i _ =>
    mul_nonneg (div_nonneg (hb i) ha.le) (pow_nonneg (div_nonneg (hq i) hp.le) _)
  -- the relative weight does not grow with the cluster
  have hmono : excitedWeight a p b q (L + 1) ≤ excitedWeight a p b q L :=
    Finset.sum_le_sum fun i _ => mul_le_mul_of_nonneg_left
      (pow_le_pow_of_le_one (div_nonneg (hq i) hp.le) ((div_le_one hp).2 (hqp i))
        (Nat.le_succ L)) (div_nonneg (hb i) ha.le)
  have h1 := Real.log_nonneg (show 1 ≤ 1 + excitedWeight a p b q (L + 1) by linarith)
  have h2 := Real.log_le_log (show 0 < 1 + excitedWeight a p b q (L + 1) by linarith)
    (show 1 + excitedWeight a p b q (L + 1) ≤ 1 + excitedWeight a p b q L by linarith)
  have h3 := Real.log_le_sub_one_of_pos
    (show 0 < 1 + excitedWeight a p b q L by linarith)
  unfold differenceEstimate
  rw [Real.log_div (hZ _) (hZ _), log_clusterZ ha hp hb hq, log_clusterZ ha hp hb hq]
  push_cast
  constructor <;> linarith

/-- For `0 ≤ q i < p` and `p > 0`, the relative weight vanishes for long clusters, even when
multiplied by the length. -/
theorem excitedWeight_tendsto (hp : 0 < p) (hq : ∀ i, 0 ≤ q i) (hqp : ∀ i, q i < p) :
    Tendsto (excitedWeight a p b q) atTop (𝓝 0) ∧
    Tendsto (fun L : ℕ => (L : ℝ) * excitedWeight a p b q L) atTop (𝓝 0) := by
  have h0 : ∀ i, 0 ≤ q i / p := fun i => div_nonneg (hq i) hp.le
  have h1 : ∀ i, q i / p < 1 := fun i => (div_lt_one hp).2 (hqp i)
  constructor
  · have h : Tendsto (fun L : ℕ => ∑ i, b i / a * (q i / p) ^ L) atTop
        (𝓝 (∑ i, b i / a * 0)) := tendsto_finsetSum _ fun i _ =>
      (tendsto_pow_atTop_nhds_zero_of_lt_one (h0 i) (h1 i)).const_mul _
    simp only [mul_zero, Finset.sum_const_zero] at h
    exact h
  · have h : Tendsto (fun L : ℕ => ∑ i, b i / a * ((L : ℝ) * (q i / p) ^ L)) atTop
        (𝓝 (∑ i, b i / a * 0)) := tendsto_finsetSum _ fun i _ =>
      (tendsto_self_mul_const_pow_of_lt_one (h0 i) (h1 i)).const_mul _
    simp only [mul_zero, Finset.sum_const_zero] at h
    refine h.congr fun L => ?_
    unfold excitedWeight
    rw [Finset.mul_sum]
    exact Finset.sum_congr rfl fun i _ => by ring

/-- For `a, p > 0`, `b i ≥ 0` and `0 ≤ q i < p`, the error of the average `ln Z_L / L` times `L`
tends to `ln a`, while the error of the difference estimate is at most `∑ (b i / a) (q i / p)^L`. -/
theorem average_and_difference_convergence (ha : 0 < a) (hp : 0 < p) (hb : ∀ i, 0 ≤ b i)
    (hq : ∀ i, 0 ≤ q i) (hqp : ∀ i, q i < p) :
    Tendsto (fun L : ℕ => (L : ℝ) * (perSiteEstimate (clusterZ a p b q) L - Real.log p))
      atTop (𝓝 (Real.log a)) ∧
    ∀ L, |differenceEstimate (clusterZ a p b q) L - Real.log p| ≤
      ∑ i, b i / a * (q i / p) ^ L := by
  constructor
  · have h := (((excitedWeight_tendsto (a := a) (b := b) hp hq hqp).1.const_add 1).log
      (by norm_num)).const_add (Real.log a)
    rw [add_zero, Real.log_one, add_zero] at h
    refine h.congr' ?_
    filter_upwards [eventually_gt_atTop 0] with L hL
    have hL' : (L : ℝ) ≠ 0 := Nat.cast_ne_zero.2 hL.ne'
    have e : ∀ x y : ℝ, (L : ℝ) * (x / L - y) = x - L * y := fun x y => by field_simp
    unfold perSiteEstimate
    rw [e, log_clusterZ ha hp hb hq]
    ring
  · intro L
    obtain ⟨h1, h2⟩ := difference_error_bounds ha hp hb hq (fun i => (hqp i).le) L
    rw [abs_sub_comm, abs_of_nonneg h1]
    exact h2

/-- For `a, p > 0`, `b i ≥ 0` and `0 ≤ q i ≤ p`, the shortfall of the difference estimate from
`ln p` is at least a fixed nonnegative multiple of `(q j / p)^L` for each further term `j`. The
multiple is positive when `b j > 0` and `q j < p`. -/
theorem difference_error_lower (ha : 0 < a) (hp : 0 < p) (hb : ∀ i, 0 ≤ b i)
    (hq : ∀ i, 0 ≤ q i) (hqp : ∀ i, q i ≤ p) (j : ι) (L : ℕ) :
    b j / (a + ∑ i, b i) * (1 - q j / p) * (q j / p) ^ L ≤
      Real.log p - differenceEstimate (clusterZ a p b q) L := by
  have hZ : ∀ n, 0 < clusterZ a p b q n := fun n =>
    add_pos_of_pos_of_nonneg (mul_pos ha (pow_pos hp n))
      (Finset.sum_nonneg fun i _ => mul_nonneg (hb i) (pow_nonneg (hq i) n))
  have hS : 0 < a + ∑ i, b i :=
    add_pos_of_pos_of_nonneg ha (Finset.sum_nonneg fun i _ => hb i)
  have hterm : ∀ i, 0 ≤ b i * q i ^ L * (p - q i) := fun i =>
    mul_nonneg (mul_nonneg (hb i) (pow_nonneg (hq i) L)) (sub_nonneg.2 (hqp i))
  -- the leading term cancels in `p Z_L - Z_(L+1)`
  have hnum : b j * q j ^ L * (p - q j) ≤
      p * clusterZ a p b q L - clusterZ a p b q (L + 1) := by
    have e : p * clusterZ a p b q L - clusterZ a p b q (L + 1) =
        ∑ i, b i * q i ^ L * (p - q i) := by
      have e' : ∑ i, b i * q i ^ L * (p - q i) =
          p * ∑ i, b i * q i ^ L - ∑ i, b i * q i ^ (L + 1) := by
        rw [Finset.mul_sum, ← Finset.sum_sub_distrib]
        exact Finset.sum_congr rfl fun i _ => by ring
      rw [e']
      unfold clusterZ
      ring
    rw [e]
    exact Finset.single_le_sum (f := fun i => b i * q i ^ L * (p - q i))
      (fun i _ => hterm i) (Finset.mem_univ j)
  have hden : clusterZ a p b q L ≤ (a + ∑ i, b i) * p ^ L := by
    unfold clusterZ
    rw [add_mul, Finset.sum_mul]
    have h := Finset.sum_le_sum fun i (_ : i ∈ Finset.univ) =>
      mul_le_mul_of_nonneg_left (pow_le_pow_left₀ (hq i) (hqp i) L) (hb i)
    linarith
  have hlog := Real.log_le_sub_one_of_pos
    (div_pos (div_pos (hZ (L + 1)) (hZ L)) hp)
  rw [Real.log_div (div_pos (hZ (L + 1)) (hZ L)).ne' hp.ne'] at hlog
  have hZL := hZ L
  have key : b j / (a + ∑ i, b i) * (1 - q j / p) * (q j / p) ^ L ≤
      1 - clusterZ a p b q (L + 1) / clusterZ a p b q L / p := by
    calc b j / (a + ∑ i, b i) * (1 - q j / p) * (q j / p) ^ L
        = b j * q j ^ L * (p - q j) / (p * ((a + ∑ i, b i) * p ^ L)) := by
          rw [div_pow]
          field_simp
      _ ≤ b j * q j ^ L * (p - q j) / (p * clusterZ a p b q L) :=
          div_le_div_of_nonneg_left (hterm j) (mul_pos hp hZL)
            (mul_le_mul_of_nonneg_left hden hp.le)
      _ ≤ (p * clusterZ a p b q L - clusterZ a p b q (L + 1)) / (p * clusterZ a p b q L) :=
          div_le_div_of_nonneg_right hnum (mul_pos hp hZL).le
      _ = 1 - clusterZ a p b q (L + 1) / clusterZ a p b q L / p := by
          field_simp
  unfold differenceEstimate
  linarith

/-- For `a, p > 0`, `a ≠ 1`, `b i ≥ 0` and `0 ≤ q i < p`, the error of the difference estimate is
eventually at most `ε` times the error of the average `ln Z_L / L`, for any given `ε > 0`. -/
theorem difference_beats_average (ha : 0 < a) (ha1 : a ≠ 1) (hp : 0 < p)
    (hb : ∀ i, 0 ≤ b i) (hq : ∀ i, 0 ≤ q i) (hqp : ∀ i, q i < p) {ε : ℝ} (hε : 0 < ε) :
    ∀ᶠ L in atTop, |differenceEstimate (clusterZ a p b q) L - Real.log p| ≤
      ε * |perSiteEstimate (clusterZ a p b q) L - Real.log p| := by
  obtain ⟨hA, hD⟩ := average_and_difference_convergence ha hp hb hq hqp
  have hl : 0 < |Real.log a| := abs_pos.2 (Real.log_ne_zero_of_pos_of_ne_one ha ha1)
  have hW := (excitedWeight_tendsto (a := a) (b := b) hp hq hqp).2
  filter_upwards [hA.abs.eventually_const_lt (half_lt_self hl),
    hW.eventually_lt_const (mul_pos hε (half_pos hl)), eventually_gt_atTop 0] with L h1 h2 hL
  have hL' : (0 : ℝ) < L := Nat.cast_pos.2 hL
  rw [abs_mul, abs_of_pos hL'] at h1
  -- compare both errors after multiplication by the length
  refine le_of_mul_le_mul_left ?_ hL'
  have h3 := mul_le_mul_of_nonneg_left (hD L) hL'.le
  have h4 := mul_le_mul_of_nonneg_left h1.le hε.le
  unfold excitedWeight at h2
  linarith

/-- Transfer matrix of one Ising bond with dimensionless coupling `K`. -/
def isingBond (K : ℝ) : Matrix (Fin 2) (Fin 2) ℝ :=
  !![Real.exp K, Real.exp (-K); Real.exp (-K), Real.exp K]

/-- Boltzmann weights of an end spin in a dimensionless field `h`. -/
def isingEnd (h : ℝ) : Fin 2 → ℝ := ![Real.exp h, Real.exp (-h)]

/-- Partition function of an open Ising chain of `L` bonds with a field `h` on each end,
the two fields adding up when `L = 0`. -/
def isingZ (K h : ℝ) (L : ℕ) : ℝ := isingEnd h ⬝ᵥ (isingBond K ^ L *ᵥ isingEnd h)

/-- The open Ising chain with end fields has a two-term partition function, with
`a = 2 cosh² h`, `p = 2 cosh K`, `b = 2 sinh² h` and `q = 2 sinh K`. -/
theorem isingZ_eq (K h : ℝ) (L : ℕ) : isingZ K h L =
    clusterZ (2 * Real.cosh h ^ 2) (2 * Real.cosh K)
      (fun _ : Unit => 2 * Real.sinh h ^ 2) (fun _ => 2 * Real.sinh K) L := by
  -- propagate the end vector along the chain
  have hv : isingBond K ^ L *ᵥ isingEnd h =
      ![Real.cosh h * (2 * Real.cosh K) ^ L + Real.sinh h * (2 * Real.sinh K) ^ L,
        Real.cosh h * (2 * Real.cosh K) ^ L - Real.sinh h * (2 * Real.sinh K) ^ L] := by
    induction L with
    | zero => ext i; fin_cases i <;> simp [isingEnd]
    | succ L ih =>
      rw [pow_succ', ← Matrix.mulVec_mulVec, ih]
      ext i
      fin_cases i <;>
        simp [isingBond, Matrix.mulVec, dotProduct, Fin.sum_univ_succ] <;>
        rw [← Real.cosh_add_sinh K, ← Real.cosh_sub_sinh K] <;> ring
  unfold isingZ
  rw [hv]
  simp only [isingEnd, dotProduct, Fin.sum_univ_two, Matrix.cons_val_zero,
    Matrix.cons_val_one, clusterZ, Finset.univ_unique, Finset.sum_singleton]
  rw [← Real.cosh_add_sinh h, ← Real.cosh_sub_sinh h]
  ring

/-- For an open Ising chain with coupling `K ≥ 0` and end fields `h`, the difference estimate
deviates from `ln (2 cosh K)` by at most `tanh² h · tanh^L K`. -/
theorem ising_difference_error {K : ℝ} (hK : 0 ≤ K) (h : ℝ) (L : ℕ) :
    |differenceEstimate (isingZ K h) L - Real.log (2 * Real.cosh K)| ≤
      Real.tanh h ^ 2 * Real.tanh K ^ L := by
  have hc := Real.cosh_pos h
  have hcK := Real.cosh_pos K
  have hs : 0 ≤ Real.sinh K := Real.sinh_nonneg_iff.2 hK
  have hlt := Real.sinh_lt_cosh K
  have hmain := (average_and_difference_convergence
    (a := 2 * Real.cosh h ^ 2) (p := 2 * Real.cosh K)
    (b := fun _ : Unit => 2 * Real.sinh h ^ 2) (q := fun _ => 2 * Real.sinh K)
    (by positivity) (by positivity) (fun _ => by positivity) (fun _ => by positivity)
    (fun _ => by linarith)).2 L
  rw [← funext (isingZ_eq K h)] at hmain
  simp only [Finset.univ_unique, Finset.sum_singleton] at hmain
  rw [mul_div_mul_left _ _ (two_ne_zero' ℝ), mul_div_mul_left _ _ (two_ne_zero' ℝ),
    ← div_pow, ← Real.tanh_eq_sinh_div_cosh, ← Real.tanh_eq_sinh_div_cosh] at hmain
  exact hmain

end ClusterExtrapolation
```

```lean
#print axioms ClusterExtrapolation.difference_error_lower
-- 'ClusterExtrapolation.difference_error_lower' depends on axioms: [propext, Classical.choice, Quot.sound]
#print axioms ClusterExtrapolation.difference_beats_average
-- 'ClusterExtrapolation.difference_beats_average' depends on axioms: [propext, Classical.choice, Quot.sound]
#print axioms ClusterExtrapolation.ising_difference_error
-- 'ClusterExtrapolation.ising_difference_error' depends on axioms: [propext, Classical.choice, Quot.sound]
```

## What the definitions and theorems say

`clusterZ` is $Z_L$, with real parameters and a finite index type `ι`, which may be empty. `excitedWeight` is $w_L$; `perSiteEstimate` and `differenceEstimate` are the two extrapolation rules. Both parts of the main result are in `average_and_difference_convergence`: a limit for the average, and a bound for the difference at every natural number `L`, including zero.

In `isingZ`, `L` counts bonds, so the chain has $L+1$ spins. At `L = 0` both fields act on the same spin. A code that divides by the number of spins has the same bulk value, but its end constant is $\ln(a/p)$ instead of $\ln a$.

## How the lemmas establish the bounds

`log_clusterZ` proves the factorisation as `hf` and then splits the logarithm. In `difference_error_bounds`, `hmono` is $w_{L+1}\le w_L$, and `h1`, `h2` and `h3` are the three logarithm inequalities that `linarith` combines. `excitedWeight_tendsto` takes the limits of $w_L$ and $Lw_L$ term by term.

In `difference_error_lower`, `hnum` and `hden` bound the numerator and denominator, and the `calc` block assembles the quotient. `difference_beats_average` compares the two errors after multiplying by `L`.

`isingZ_eq` propagates the end vector by induction on `L`, using the decomposition above without a general diagonalisation theorem. `ising_difference_error` then inserts the parameters into the main theorem.

## Conditions to check before relying on the rate

The form of $Z_L$ is a hypothesis, derived here only for the Ising chain. For an interacting Hubbard cluster it would have to be established separately, with parameters that do not change with $L$.

Signs matter too. For $K<0$ the Ising identity still holds, but $q$ is negative and the error theorem does not apply.

The advantage of differences also depends on the ends. If $a=1$ and some term has $b_j>0$ and $q_j>0$, the average's error is $\ln(1+w_L)/L$, itself exponentially small and eventually smaller than that of the difference.

The theorems concern real numbers, so rounding and sampling errors need their own estimate.
